# An ideal gas at given pressure and an entropy-free adsorbate with positive binding energy have one desorption temperature, with a smaller relative error than the energy

**Q.** Take a toy gas, simpler than any real one, with chemical potential $\mu=-T\ln T$, where $T$ is the temperature and energies are in units of $k_B$. Below it is a surface that binds a particle with energy $B=e$. Gas and adsorbate balance when $T\ln T=e$, so $T=e$. What is left to prove?

**A.** That this works for every $B>0$, and how $T$ responds to $B$. For $T<1$ the product $T\ln T$ is negative. Above $T=1$ both factors grow, so the product rises from zero without bound and meets each positive $B$ once. Now raise the binding energy to $B=2e^2$. The solution is $T=e^2$: the energy grew by a factor $2e$, the temperature only by $e$, and the logarithm took up the remaining factor 2.

**Q.** Real gases have masses and pressures. What is the general condition?

**A.** At pressure $p$ the gas has $\mu=-T\ln(cT^a/p)$ with constants $a,c>0$. For a monatomic gas $a=5/2$, and $c$ collects the particle mass, the electronic degeneracy and constants of nature. Classical rotation of a linear molecule raises $a$ to $7/2$. The adsorbate has energy $-B$ per particle, so $\mu=-B$ reads
$$T\,(\ln c+a\ln T-\ln p)=B.$$

In Lean 4 with Mathlib:

```lean
import Mathlib

open Real Set

namespace DesorptionTemperature

noncomputable section

/-- Chemical potential `μ = -T ln(c T^a / p)` of an ideal gas at pressure `p > 0` and
temperature `T > 0`, with `c > 0` and energies in units of the Boltzmann constant. -/
def gasChemicalPotential (a c p T : ℝ) : ℝ := -(T * log (c * T ^ a / p))

/-- `T` is a desorption temperature for binding energy `B`: it is positive, and the gas has
the same chemical potential as an adsorbate of energy `-B`. -/
def IsDesorptionTemp (a c p B T : ℝ) : Prop :=
  0 < T ∧ gasChemicalPotential a c p T = -B
```

**Q.** So `IsDesorptionTemp a c p B T` says only that $T>0$ and $\mu=-B$. I would have demanded $cT^a>p$ as well.

**A.** It follows. If $cT^a\le p$, the logarithm is at most zero, and so is its product with $T$, which cannot then equal $B>0$. The first lemma below expands the logarithm; the second is this argument by contradiction.

```lean
/-- For positive `c` and `p`, the desorption condition with its logarithm expanded. -/
theorem isDesorptionTemp_iff {a c p B T : ℝ} (hc : 0 < c) (hp : 0 < p) :
    IsDesorptionTemp a c p B T ↔ 0 < T ∧ T * (log c + a * log T - log p) = B := by
  refine and_congr_right fun hT => ?_
  have hTa : 0 < T ^ a := rpow_pos_of_pos hT a
  rw [gasChemicalPotential, log_div (mul_pos hc hTa).ne' hp.ne',
    log_mul hc.ne' hTa.ne', log_rpow hT, neg_inj]

/-- At a desorption temperature for positive binding energy, `c T^a` exceeds the gas
pressure, for positive `c` and `p`. -/
theorem pressure_lt {a c p B T : ℝ} (hc : 0 < c) (hp : 0 < p) (hB : 0 < B)
    (h : IsDesorptionTemp a c p B T) : p < c * T ^ a := by
  obtain ⟨hT, h⟩ := h
  by_contra hle
  have hTa : 0 < T ^ a := rpow_pos_of_pos hT a
  have h1 : c * T ^ a / p ≤ 1 := (div_le_one hp).2 (not_lt.1 hle)
  have h2 : log (c * T ^ a / p) ≤ 0 := log_nonpos (by positivity) h1
  have h3 := mul_nonpos_of_nonneg_of_nonpos hT.le h2
  unfold gasChemicalPotential at h
  linarith
```

**Q.** Is $B>0$ needed for anything else?

**A.** Uniqueness fails for some negative energies. In the toy model of the opening, which has $a=c=p=1$, with $B=-\tfrac12\ln 2$, both $T=\tfrac12$ and $T=\tfrac14$ solve the condition.

**Q.** What does the model leave out on the surface side?

**A.** The adsorbate has no entropy, no vibrations and no interaction with its neighbours, so $B$ depends on neither temperature nor coverage. The gas is ideal, and its internal partition function must be proportional to a power of $T$ (possibly constant). The condition is one of equilibrium; desorption rates do not enter.

**Q.** An adsorbate without entropy worries me. Could it have been modelled differently?

**A.** Yes, with a free energy $-B-\sigma T$ per adsorbed particle, where $\sigma$ is a constant entropy in units of $k_B$. The condition becomes $T\ln(ce^{-\sigma}T^a/p)=B$, which is the same problem with $c$ replaced by $ce^{-\sigma}$. The temperature shifts, but the form of the results stays. An entropy that varies with $T$ changes the equation itself. For a monatomic gas and an adsorbate with three classical harmonic vibrations, for instance, the exponent $a$ becomes $5/2-3=-1/2$, and the results below, which need $a>0$, no longer apply.

**Q.** Then show me that a solution exists for general constants.

**A.** Let $u=(\ln p-\ln c)/a$, so that $e^u$ is the temperature at which $cT^a=p$. Put $T=e^{u+s}$. The bracket becomes $\ln c+a(u+s)-\ln p=as$, and the condition is
$$e^{u+s}\,a s=B.$$
At $s=0$ the left side is $0<B$. At $S=B/(ae^u)$ it is at least $e^u aS=B$. By continuity it equals $B$ somewhere in between. In the code, `hlow` and `hup` are the two endpoint estimates, and `intermediate_value_Icc` supplies $s$.

```lean
/-- For positive `a`, `c`, `p` and `B` a desorption temperature exists. -/
theorem exists_desorptionTemp {a c p B : ℝ} (ha : 0 < a) (hc : 0 < c) (hp : 0 < p)
    (hB : 0 < B) : ∃ T, IsDesorptionTemp a c p B T := by
  -- `exp u` is the temperature at which `c T^a = p`; we search above it
  obtain ⟨u, hu⟩ : ∃ u, a * u = log p - log c :=
    ⟨(log p - log c) / a, mul_div_cancel₀ _ ha.ne'⟩
  have hE : 0 < exp u := exp_pos u
  obtain ⟨S, hS⟩ : ∃ S, S = B / (a * exp u) := ⟨_, rfl⟩
  have hS0 : 0 < S := by rw [hS]; positivity
  have hSB : exp u * (a * S) = B := by rw [hS]; field_simp
  have hcont : ContinuousOn (fun s : ℝ => exp (u + s) * (a * s)) (Icc 0 S) := by
    fun_prop
  have hup : B ≤ exp (u + S) * (a * S) := by
    have h1 : exp u ≤ exp (u + S) := exp_le_exp.2 (by linarith)
    have h2 := mul_le_mul_of_nonneg_right h1 (mul_pos ha hS0).le
    linarith
  have hlow : exp (u + 0) * (a * 0) ≤ B := by
    rw [mul_zero, mul_zero]
    exact hB.le
  obtain ⟨s, -, hs⟩ := intermediate_value_Icc hS0.le hcont ⟨hlow, hup⟩
  have hs' : exp (u + s) * (a * s) = B := hs
  refine ⟨exp (u + s), (isDesorptionTemp_iff hc hp).2 ⟨exp_pos _, ?_⟩⟩
  rw [log_exp]
  linear_combination hs' + exp (u + s) * hu
```

**Q.** And uniqueness?

**A.** It comes from comparing two states. Let $p_1\le p_2$ and $B_1\le B_2$, with solutions $T_1$ and $T_2$, and write $L_i=\ln c+a\ln T_i-\ln p_i$, so that $T_iL_i=B_i$. Suppose $T_2<T_1$. Then $L_2<L_1$, because the second state has the lower temperature and no lower pressure. Also $L_2=B_2/T_2>0$. Multiplying the two inequalities gives $B_2=T_2L_2<T_1L_1=B_1$, a contradiction. Hence $T_1\le T_2$. For equal data the comparison works in both directions, so two solutions coincide.

```lean
/-- Raising the pressure, the binding energy or both never lowers the desorption
temperature, for positive `a`, `c`, pressures and final binding energy. -/
theorem temp_le {a c p₁ p₂ B₁ B₂ T₁ T₂ : ℝ} (ha : 0 < a) (hc : 0 < c) (hp₁ : 0 < p₁)
    (hB₂ : 0 < B₂) (hp : p₁ ≤ p₂) (hB : B₁ ≤ B₂) (h₁ : IsDesorptionTemp a c p₁ B₁ T₁)
    (h₂ : IsDesorptionTemp a c p₂ B₂ T₂) : T₁ ≤ T₂ := by
  obtain ⟨hT₁, e₁⟩ := (isDesorptionTemp_iff hc hp₁).1 h₁
  obtain ⟨hT₂, e₂⟩ := (isDesorptionTemp_iff hc (hp₁.trans_le hp)).1 h₂
  by_contra hlt
  have hlt' : T₂ < T₁ := not_le.1 hlt
  have hlogT := mul_lt_mul_of_pos_left (log_lt_log hT₂ hlt') ha
  have hlogp := log_le_log hp₁ hp
  have hpos : 0 < log c + a * log T₂ - log p₂ :=
    (mul_pos_iff_of_pos_left hT₂).1 (by rw [e₂]; exact hB₂)
  -- both factors of the condition would be smaller in the second state
  have hprod := mul_lt_mul'' hlt'
    (show log c + a * log T₂ - log p₂ < log c + a * log T₁ - log p₁ by linarith)
    hT₂.le hpos.le
  linarith
```

The multiplication is `mul_lt_mul''`, which needs the smaller factors to be nonnegative; `hpos` provides this for $L_2$.

**Q.** That gives "not lower". Is the temperature strictly higher when the pressure or the binding energy is?

**A.** Only equality has to be excluded. If $p_1<p_2$ at the same $B$ and $T_1=T_2=T$, subtracting the two conditions gives $T(\ln p_2-\ln p_1)=0$, which is false. If instead $B_1<B_2$ at the same $p$, equal temperatures would make the left sides equal, and so $B_1=B_2$. The next two lemmas do this: `lt_of_le_of_ne` combines the comparison with the excluded equality.

```lean
/-- At fixed positive binding energy, a higher gas pressure gives a strictly higher
desorption temperature, for positive `a`, `c` and pressures. -/
theorem temp_lt_of_pressure_lt {a c p₁ p₂ B T₁ T₂ : ℝ} (ha : 0 < a) (hc : 0 < c)
    (hp₁ : 0 < p₁) (hB : 0 < B) (hp : p₁ < p₂) (h₁ : IsDesorptionTemp a c p₁ B T₁)
    (h₂ : IsDesorptionTemp a c p₂ B T₂) : T₁ < T₂ := by
  refine lt_of_le_of_ne (temp_le ha hc hp₁ hB hp.le le_rfl h₁ h₂) fun h => ?_
  subst h
  obtain ⟨hT, e₁⟩ := (isDesorptionTemp_iff hc hp₁).1 h₁
  obtain ⟨-, e₂⟩ := (isDesorptionTemp_iff hc (hp₁.trans hp)).1 h₂
  have h3 := mul_lt_mul_of_pos_left (log_lt_log hp₁ hp) hT
  linarith

/-- At fixed positive pressure, a larger positive binding energy gives a strictly higher
desorption temperature, for positive `a` and `c`. -/
theorem temp_lt_of_binding_lt {a c p B₁ B₂ T₁ T₂ : ℝ} (ha : 0 < a) (hc : 0 < c)
    (hp : 0 < p) (hB₁ : 0 < B₁) (hB : B₁ < B₂) (h₁ : IsDesorptionTemp a c p B₁ T₁)
    (h₂ : IsDesorptionTemp a c p B₂ T₂) : T₁ < T₂ := by
  refine lt_of_le_of_ne (temp_le ha hc hp (hB₁.trans hB) le_rfl hB.le h₁ h₂) fun h => ?_
  subst h
  have e₁ := h₁.2
  have e₂ := h₂.2
  linarith
```

**Q.** Now the error. A computed binding energy may be off by a tenth of its value, which is hardly infinitesimal. Does a derivative help me?

**A.** The bound holds for finite changes. At fixed $p$ let $B_1<B_2$. Then $T_1<T_2$, and since $B_i/T_i=L_i$ grows with temperature, $B_1/T_1<B_2/T_2$. Rearranged, $T_2/T_1<B_2/B_1$, and subtracting 1 gives
$$\frac{T_2-T_1}{T_1}<\frac{B_2-B_1}{B_1}.$$
If $B_2<B_1$, the same argument gives $T_2/T_1>B_2/B_1$, hence $1-T_2/T_1<1-B_2/B_1$. Both cases together are the statement with absolute values. State 1 is the reference in both denominators, and both energies must be positive.

```lean
/-- For positive `a`, `c`, `p` and two distinct positive binding energies, the relative
change of the desorption temperature is smaller than that of the binding energy. -/
theorem relative_error_lt {a c p B₁ B₂ T₁ T₂ : ℝ} (ha : 0 < a) (hc : 0 < c) (hp : 0 < p)
    (hB₁ : 0 < B₁) (hB₂ : 0 < B₂) (hne : B₂ ≠ B₁) (h₁ : IsDesorptionTemp a c p B₁ T₁)
    (h₂ : IsDesorptionTemp a c p B₂ T₂) : |T₂ - T₁| / T₁ < |B₂ - B₁| / B₁ := by
  -- the ratio `B / T` grows with the binding energy
  have key : ∀ {B B' T T' : ℝ}, 0 < B → B < B' → IsDesorptionTemp a c p B T →
      IsDesorptionTemp a c p B' T' → T' * B < T * B' := by
    intro B B' T T' hB hBB h h'
    have hTT := temp_lt_of_binding_lt ha hc hp hB hBB h h'
    obtain ⟨hT, e⟩ := (isDesorptionTemp_iff hc hp).1 h
    obtain ⟨hT', e'⟩ := (isDesorptionTemp_iff hc hp).1 h'
    have h3 := mul_lt_mul_of_pos_left (log_lt_log hT hTT) (mul_pos (mul_pos hT hT') ha)
    rw [← e, ← e']
    linarith
  rw [div_lt_iff₀ h₁.1, div_mul_eq_mul_div, lt_div_iff₀ hB₁]
  rcases lt_or_gt_of_ne hne with h | h
  · have hT := temp_lt_of_binding_lt ha hc hp hB₂ h h₂ h₁
    rw [abs_of_neg (sub_neg.2 hT), abs_of_neg (sub_neg.2 h)]
    linarith [key hB₂ h h₂ h₁]
  · have hT := temp_lt_of_binding_lt ha hc hp hB₁ h h₁ h₂
    rw [abs_of_pos (sub_pos.2 hT), abs_of_pos (sub_pos.2 h)]
    linarith [key hB₁ h h₁ h₂]
```

The inner statement `key` is the inequality between the ratios, multiplied out as `T' * B < T * B'`. The proof then treats the two signs of $B_2-B_1$ separately.

**Q.** How much smaller is the relative error?

**A.** For small changes the slope tells you. Differentiating $B(T)=T(\ln c+a\ln T-\ln p)$ gives
$$\frac{dB}{dT}=(\ln c+a\ln T-\ln p)+a=\frac BT+a=\frac{B+aT}{T},$$
so $dT/dB=T/(B+aT)$. A small relative error is therefore multiplied by $B/(B+aT)$. In the opening example this is $\tfrac12$. For $a=5/2$ and $B/T=25$ it is about $0.91$, so the reduction can be slight.

For surface phase diagrams built from electronic-structure energies, this means that the boundary temperature is relatively no less accurate than the binding energy, within this model of one non-interacting adsorbate without vibrations and with $a$, $c$ and $p$ taken as exact.

**Q.** You inverted a derivative. That presupposes that $T(B)$ is well behaved.

**A.** It needs continuity of $T(B)$ and a nonzero $dB/dT$. The second is clear, since $B+aT>0$. The first comes from the error bound: for $b$ near $B$,
$$|T(b)-T(B)|\le\frac{T(B)}{B}\,|b-B|.$$
In the code this is `hcont`, used for $|b-B|<B$ so that $b$ stays positive. Then `hd` is the derivative of the explicit function $B(T)$, and `HasDerivAt.of_local_left_inverse` turns it into the derivative of $T(B)$.

```lean
/-- For positive `a`, `c`, `p` and `B`, the desorption temperature as a function of binding
energy has slope `dT/dB = T / (B + a T)`. -/
theorem hasDerivAt_temp {a c p B : ℝ} {T : ℝ → ℝ} (ha : 0 < a) (hc : 0 < c) (hp : 0 < p)
    (hB : 0 < B) (hT : ∀ b, 0 < b → IsDesorptionTemp a c p b (T b)) :
    HasDerivAt T (T B / (B + a * T B)) B := by
  obtain ⟨hTB, e⟩ := (isDesorptionTemp_iff hc hp).1 (hT B hB)
  -- the relative error bound makes the temperature continuous
  have hcont : ContinuousAt T B := by
    refine continuousAt_of_locally_lipschitz hB (T B / B) fun y hy => ?_
    rw [Real.dist_eq] at hy
    rw [Real.dist_eq, Real.dist_eq]
    have hy0 : 0 < y := by linarith [(abs_lt.1 hy).1]
    by_cases hyB : y = B
    · simp [hyB]
    · have h := relative_error_lt ha hc hp hB hy0 hyB (hT B hB) (hT y hy0)
      rw [div_lt_iff₀ hTB] at h
      have h' : |y - B| / B * T B = T B / B * |y - B| := by ring
      linarith
  -- the binding energy is an explicit function of temperature
  have hd : HasDerivAt (fun t => t * (log c + a * log t - log p))
      ((B + a * T B) / T B) (T B) := by
    have h1 := (hasDerivAt_id' (T B)).fun_mul
      ((((Real.hasDerivAt_log hTB.ne').const_mul a).const_add (log c)).sub_const (log p))
    refine h1.congr_deriv ?_
    rw [eq_div_iff hTB.ne']
    have hi : T B * (T B)⁻¹ = 1 := mul_inv_cancel₀ hTB.ne'
    linear_combination e + a * T B * hi
  have hne : (B + a * T B) / T B ≠ 0 := by positivity
  have hinv := HasDerivAt.of_local_left_inverse hcont hd hne (by
    filter_upwards [Ioi_mem_nhds hB] with y hy
    exact ((isDesorptionTemp_iff hc hp).1 (hT y hy)).2)
  rwa [inv_div] at hinv
```

**Q.** Read me the final theorem as physics.

**A.** Fix a gas, meaning positive `a` and `c`. There is a function `T` of pressure and binding energy with four properties, all for positive `p` and `B`.

- A number `t` is a desorption temperature exactly when `t = T p B`. Read from right to left, this says that `T p B` solves the condition; from left to right, that nothing else does. The inequality `p < c * T p B ^ a` comes with it.
- At fixed `B`, the temperature increases strictly with pressure. `StrictMonoOn` on `Ioi 0` means strictly increasing on the positive numbers.
- At fixed `p`, it increases strictly with binding energy.
- `HasDerivAt` states that the derivative with respect to `B` exists and equals `T p B / (B + a * T p B)`.

The finite error bound is the separate theorem `relative_error_lt`, which applies to any two of these temperatures at the same pressure.

**Q.** `T` takes all real arguments. What is it at negative pressure?

**A.** Some unspecified number, about which the theorem says nothing.

```lean
/-- For positive `a` and `c` there is a function `T p B` that is the only desorption
temperature at each positive `p` and `B`, with `c T^a > p`. There it increases strictly in
`p` and in `B`, and its slope in `B` is `T / (B + a T)`. -/
theorem desorption_temperature {a c : ℝ} (ha : 0 < a) (hc : 0 < c) :
    ∃ T : ℝ → ℝ → ℝ,
      (∀ p B, 0 < p → 0 < B →
        (∀ t, IsDesorptionTemp a c p B t ↔ t = T p B) ∧ p < c * T p B ^ a) ∧
      (∀ B, 0 < B → StrictMonoOn (fun p => T p B) (Ioi 0)) ∧
      (∀ p, 0 < p → StrictMonoOn (T p) (Ioi 0)) ∧
      (∀ p B, 0 < p → 0 < B → HasDerivAt (T p) (T p B / (B + a * T p B)) B) := by
  have ex : ∀ p B : ℝ, ∃ t, 0 < p → 0 < B → IsDesorptionTemp a c p B t := by
    intro p B
    by_cases h : 0 < p ∧ 0 < B
    · obtain ⟨t, ht⟩ := exists_desorptionTemp ha hc h.1 h.2
      exact ⟨t, fun _ _ => ht⟩
    · exact ⟨0, fun hp hB => absurd ⟨hp, hB⟩ h⟩
  choose T hT using ex
  refine ⟨T, fun p B hp hB => ⟨fun t => ⟨fun ht => ?_, fun ht => ?_⟩, ?_⟩, ?_, ?_, ?_⟩
  · exact le_antisymm (temp_le ha hc hp hB le_rfl le_rfl ht (hT p B hp hB))
      (temp_le ha hc hp hB le_rfl le_rfl (hT p B hp hB) ht)
  · rw [ht]
    exact hT p B hp hB
  · exact pressure_lt hc hp hB (hT p B hp hB)
  · intro B hB p hp q hq hpq
    exact temp_lt_of_pressure_lt ha hc hp hB hpq (hT p B hp hB) (hT q B hq hB)
  · intro p hp B hB B' hB' hBB
    exact temp_lt_of_binding_lt ha hc hp hB hBB (hT p B hp hB) (hT p B' hp hB')
  · intro p B hp hB
    exact hasDerivAt_temp ha hc hp hB fun b hb => hT p b hp hb

end

end DesorptionTemperature
```

The proof assembles the earlier results. `choose` turns "for each `p` and `B` there is a solution" into a function, `temp_le` used in both directions gives uniqueness, and the remaining parts quote the lemmas on the side condition, the two monotonicities and the slope.

```lean
#print axioms DesorptionTemperature.relative_error_lt
#print axioms DesorptionTemperature.desorption_temperature
```

```
'DesorptionTemperature.relative_error_lt' depends on axioms: [propext, Classical.choice, Quot.sound]
'DesorptionTemperature.desorption_temperature' depends on axioms: [propext, Classical.choice, Quot.sound]
```
